# Off-resonant Green functions on a finite connected graph decay exponentially with distance when detuning exceeds the total hopping at each site

Let \(H=\mathrm{diag}(e)+T\) be a complex tight-binding matrix on a finite connected graph, where \(T_{ij}=0\) for distinct sites that are not adjacent. Suppose that \(\sum_j|T_{ij}|\le J\) and \(|z-e_i|\ge D>J\) for every site \(i\). Then \(z-H\) is invertible and

\[
\bigl|(z-H)^{-1}_{ij}\bigr|\le \frac{(J/D)^{\mathrm{dist}(i,j)}}{D-J},
\]

where \(\mathrm{dist}\) counts the bonds on a shortest path. The constant \(J\) bounds the total hopping strength at a site, and \(D\) is a lower bound on the detuning of the energy \(z\) from all site energies. For finite, non-interacting models in an orthonormal basis, at such off-resonant energies, this gives an explicit error bound for neglecting Green function entries between distant sites.

## Sites, Hamiltonian and locator

The sites form a finite type `V`. The site energies `e`, the hopping matrix `T` and the energy `z` are complex, while `J` and `D` are real. Hermiticity is not assumed, and \(T\) may have diagonal entries, which then count towards the row sums.

```lean
import Mathlib

open Matrix

namespace LocatorExpansion

noncomputable section

variable {V : Type*} [Fintype V] [DecidableEq V]
  {e : V → ℂ} {T : Matrix V V ℂ} {z : ℂ} {J D : ℝ}
```

The Hamiltonian is the sum of the site energies and the hopping.

```lean
/-- The tight-binding Hamiltonian with site energies `e` and hopping matrix `T`. -/
def hamiltonian (e : V → ℂ) (T : Matrix V V ℂ) : Matrix V V ℂ :=
  Matrix.diagonal e + T
```

The Green function is \(G=(z-H)^{-1}\). Lean's matrix inverse is also defined for singular matrices, where it is zero, so invertibility is proved separately below.

```lean
/-- The Green function `(z - H)⁻¹`, for `z` not an eigenvalue of `H`. -/
def green (e : V → ℂ) (T : Matrix V V ℂ) (z : ℂ) : Matrix V V ℂ :=
  (z • (1 : Matrix V V ℂ) - hamiltonian e T)⁻¹
```

Without hopping, the Green function reduces to the locator \(g=\mathrm{diag}\bigl(1/(z-e_i)\bigr)\).

```lean
/-- The locator, the Green function of the isolated sites, for `z` different from every
site energy. -/
def locator (e : V → ℂ) (z : ℂ) : Matrix V V ℂ :=
  Matrix.diagonal fun i => (z - e i)⁻¹
```

Collecting the diagonal terms gives \(z-H=\mathrm{diag}(z-e_i)-T\).

```lean
omit [Fintype V] in
/-- The matrix `z - H` is the diagonal matrix of detunings `z - e i` minus the hopping. -/
theorem sub_hamiltonian (e : V → ℂ) (T : Matrix V V ℂ) (z : ℂ) :
    z • (1 : Matrix V V ℂ) - hamiltonian e T = Matrix.diagonal (fun i => z - e i) - T := by
  rw [hamiltonian, Matrix.smul_one_eq_diagonal, ← sub_sub, Matrix.diagonal_sub]
```

## Detuning beats hopping at the largest amplitude

If \(|x_k|\le C\) at every site, the triangle inequality gives

\[
|(Tx)_i|\le\sum_k|T_{ik}|\,|x_k|\le JC .
\]

```lean
omit [DecidableEq V] in
/-- If the absolute values in each row of `T` sum to at most `J`, one hop turns amplitudes bounded
by `C` into amplitudes bounded by `J * C`. -/
theorem hop_bound (hT : ∀ i, ∑ j, ‖T i j‖ ≤ J) {x : V → ℂ} {C : ℝ}
    (hx : ∀ k, ‖x k‖ ≤ C) (i : V) : ‖(T *ᵥ x) i‖ ≤ J * C := by
  have hC : 0 ≤ C := (norm_nonneg _).trans (hx i)
  calc ‖(T *ᵥ x) i‖ = ‖∑ k, T i k * x k‖ := rfl
    _ ≤ ∑ k, ‖T i k * x k‖ := norm_sum_le _ _
    _ ≤ ∑ k, ‖T i k‖ * C := Finset.sum_le_sum fun k _ => by
        rw [norm_mul]
        exact mul_le_mul_of_nonneg_left (hx k) (norm_nonneg _)
    _ = (∑ k, ‖T i k‖) * C := (Finset.sum_mul _ _ _).symm
    _ ≤ J * C := mul_le_mul_of_nonneg_right (hT i) hC
```

Now suppose that the source \((z-H)x\) is bounded by \(B\) at every site. Choose a site \(m\) where \(|x_m|\) is largest. The previous estimate with \(C=|x_m|\) gives

\[
B\ge|(z-e_m)x_m-(Tx)_m|\ge D|x_m|-J|x_m|=(D-J)|x_m| .
\]

Hence \(|x_i|\le|x_m|\le B/(D-J)\) for all \(i\). In the proof, `h1` is the hopping estimate, `h3` the reverse triangle inequality and `h4` the detuning estimate; `linarith` combines them.

```lean
/-- If the absolute row sums of `T` are at most `J` and all `|z - e i|` are at least `D > J`, a
source `(z - H) x` bounded by `B` forces the amplitudes `x` to be bounded by `B / (D - J)`. -/
theorem amplitude_bound (hT : ∀ i, ∑ j, ‖T i j‖ ≤ J) (hD : ∀ i, D ≤ ‖z - e i‖)
    (hJD : J < D) {x : V → ℂ} {B : ℝ}
    (hx : ∀ i, ‖((z • (1 : Matrix V V ℂ) - hamiltonian e T) *ᵥ x) i‖ ≤ B) (i : V) :
    ‖x i‖ ≤ B / (D - J) := by
  -- look at the site where the amplitude is largest
  obtain ⟨m, -, hm⟩ := Finset.exists_max_image Finset.univ (fun k => ‖x k‖)
    ⟨i, Finset.mem_univ i⟩
  have hi : ‖x i‖ ≤ ‖x m‖ := hm i (Finset.mem_univ i)
  have h1 : ‖(T *ᵥ x) m‖ ≤ J * ‖x m‖ := hop_bound hT (fun k => hm k (Finset.mem_univ k)) m
  have h2 := hx m
  rw [sub_hamiltonian, Matrix.sub_mulVec, Pi.sub_apply, Matrix.mulVec_diagonal] at h2
  have h3 := norm_sub_norm_le ((z - e m) * x m) ((T *ᵥ x) m)
  rw [norm_mul] at h3
  have h4 : D * ‖x m‖ ≤ ‖z - e m‖ * ‖x m‖ :=
    mul_le_mul_of_nonneg_right (hD m) (norm_nonneg _)
  refine hi.trans ?_
  rw [le_div_iff₀ (sub_pos.2 hJD)]
  linarith
```

If \((z-H)v=0\), the same bound with \(B=0\) forces \(v=0\). A square matrix with trivial kernel is invertible, which Lean expresses by saying that its determinant is a unit.

```lean
/-- If the absolute row sums of `T` are at most `J` and all `|z - e i|` are at least `D > J`, then
`z - H` is invertible. -/
theorem resolvent_exists (hT : ∀ i, ∑ j, ‖T i j‖ ≤ J) (hD : ∀ i, D ≤ ‖z - e i‖)
    (hJD : J < D) : IsUnit (z • (1 : Matrix V V ℂ) - hamiltonian e T).det := by
  rw [isUnit_iff_ne_zero]
  intro h0
  obtain ⟨v, hv, hv0⟩ := Matrix.exists_mulVec_eq_zero_iff.2 h0
  apply hv
  funext i
  have h := amplitude_bound hT hD hJD (x := v) (B := 0) (fun k => by rw [hv0]; simp) i
  simpa using h
```

## The locator expansion with its exact remainder

Since \(g\,\mathrm{diag}(z-e_i)=1\) and \((\mathrm{diag}(z-e_i)-T)G=1\),

\[
G=g\,\mathrm{diag}(z-e_i)\,G=g\bigl(\mathrm{diag}(z-e_i)-T\bigr)G+gTG=g+gTG .
\]

This is the Dyson equation. Substituting it into the last factor \(G\) repeatedly gives, for every \(N\),

\[
G=\sum_{n=0}^{N-1}(gT)^n g+(gT)^N G .
\]

The identity needs only that \(z\) differs from every site energy and that \(z-H\) is invertible. The Lean proof follows the same route, with induction on `N` after `dyson`.

```lean
/-- Locator expansion with exact remainder: if `z` avoids the site energies and `z - H` is
invertible, the Green function is the sum over fewer than `N` hops plus `(g T)^N G`. -/
theorem locator_expansion (hz : ∀ i, z ≠ e i)
    (hdet : IsUnit (z • (1 : Matrix V V ℂ) - hamiltonian e T).det) (N : ℕ) :
    green e T z = ∑ n ∈ Finset.range N, (locator e z * T) ^ n * locator e z
      + (locator e z * T) ^ N * green e T z := by
  have hA : (Matrix.diagonal (fun i => z - e i) - T) * green e T z = 1 := by
    rw [← sub_hamiltonian]
    exact Matrix.mul_nonsing_inv _ hdet
  have hL : locator e z * Matrix.diagonal (fun i => z - e i) = 1 := by
    have h : (fun i => (z - e i)⁻¹ * (z - e i)) = fun _ => (1 : ℂ) :=
      funext fun i => inv_mul_cancel₀ (sub_ne_zero.2 (hz i))
    rw [locator, Matrix.diagonal_mul_diagonal, h]
    exact Matrix.diagonal_one
  -- the Dyson equation
  have dyson : green e T z = locator e z + locator e z * T * green e T z := by
    calc green e T z
        = locator e z * Matrix.diagonal (fun i => z - e i) * green e T z := by
          rw [hL, one_mul]
      _ = locator e z * ((Matrix.diagonal (fun i => z - e i) - T) * green e T z)
          + locator e z * T * green e T z := by noncomm_ring
      _ = locator e z + locator e z * T * green e T z := by rw [hA, mul_one]
  induction N with
  | zero => simp
  | succ N ih =>
    rw [Finset.sum_range_succ, pow_succ]
    calc green e T z = _ := ih
      _ = ∑ n ∈ Finset.range N, (locator e z * T) ^ n * locator e z
          + (locator e z * T) ^ N * (locator e z + locator e z * T * green e T z) := by
          rw [← dyson]
      _ = _ := by rw [mul_add, ← add_assoc, mul_assoc ((locator e z * T) ^ N)]
```

The remainder \(R_N=(gT)^NG\) is the truncation error. For \(N=0\), column \(j\) of \(G\) solves \((z-H)x=\delta_j\), a source bounded by 1, so \(|G_{ij}|\le1/(D-J)\). For one more hop,

\[
|(R_{N+1})_{ij}|=\left|\frac{1}{z-e_i}\sum_kT_{ik}(R_N)_{kj}\right|
\le\frac{J}{D}\,\frac{(J/D)^N}{D-J}.
\]

The sum involves other rows \(k\), so the induction carries the bound for all rows at once. Here `hinv` bounds the locator and `hhop` bounds the hop.

```lean
/-- If the absolute row sums of `T` are at most `J` and all `|z - e i|` are at least `D > J`,
keeping only the terms with fewer than `N` hops changes each Green function entry by at most
`(J / D)^N / (D - J)`. -/
theorem truncation_error (hT : ∀ i, ∑ j, ‖T i j‖ ≤ J) (hD : ∀ i, D ≤ ‖z - e i‖)
    (hJD : J < D) (N : ℕ) (i j : V) :
    ‖(green e T z - ∑ n ∈ Finset.range N, (locator e z * T) ^ n * locator e z) i j‖
      ≤ (J / D) ^ N / (D - J) := by
  have hJ : 0 ≤ J := (Finset.sum_nonneg fun k _ => norm_nonneg (T i k)).trans (hT i)
  have hD0 : 0 < D := hJ.trans_lt hJD
  have hz : ∀ k, z ≠ e k := fun k h => by
    have hk := hD k
    rw [h, sub_self, norm_zero] at hk
    linarith
  have hdet := resolvent_exists hT hD hJD
  rw [sub_eq_of_eq_add' (locator_expansion hz hdet N)]
  induction N generalizing i with
  | zero =>
    rw [pow_zero, one_mul, pow_zero]
    refine amplitude_bound hT hD hJD (x := fun k => green e T z k j) (fun k => ?_) i
    -- a column of the Green function answers a unit source
    have h : ((z • (1 : Matrix V V ℂ) - hamiltonian e T) *ᵥ fun k => green e T z k j) k
        = (1 : Matrix V V ℂ) k j :=
      congrArg (fun M : Matrix V V ℂ => M k j) (Matrix.mul_nonsing_inv _ hdet)
    rw [h, Matrix.one_apply]
    split_ifs <;> simp
  | succ N ih =>
    -- each further hop costs a factor J / D
    have hinv : ‖(z - e i)⁻¹‖ ≤ D⁻¹ := by
      rw [norm_inv]
      exact inv_anti₀ hD0 (hD i)
    have hhop := hop_bound hT
      (x := fun k => ((locator e z * T) ^ N * green e T z) k j) (fun k => ih k) i
    have hentry : ((locator e z * T) ^ (N + 1) * green e T z) i j = (z - e i)⁻¹ *
        (T *ᵥ fun k => ((locator e z * T) ^ N * green e T z) k j) i := by
      rw [pow_succ', mul_assoc, mul_assoc]
      exact Matrix.diagonal_mul _ _ _ _
    rw [hentry, norm_mul]
    calc _ ≤ D⁻¹ * (J * ((J / D) ^ N / (D - J))) :=
          mul_le_mul hinv hhop (norm_nonneg _) (inv_nonneg.2 hD0.le)
      _ = (J / D) ^ (N + 1) / (D - J) := by rw [pow_succ]; ring
```

## Few hops cannot connect distant sites

The claim is that \([(gT)^ng]_{ij}=0\) whenever \(n<\mathrm{dist}(i,j)\). For \(n=0\) the matrix is diagonal and \(i\ne j\). For \(n+1\) hops,

\[
[(gT)^{n+1}g]_{ij}=\frac1{z-e_i}\sum_kT_{ik}[(gT)^ng]_{kj}.
\]

Let \(n+1<\mathrm{dist}(i,j)\). If \(k=i\), then \(n<\mathrm{dist}(k,j)\) as well. If \(k\) is a neighbour of \(i\), the triangle inequality gives \(\mathrm{dist}(k,j)\ge\mathrm{dist}(i,j)-1>n\). In both cases the induction hypothesis makes the term vanish. For any other \(k\), \(T_{ik}=0\).

The Lean proof makes the same three-way distinction. In this theorem and the next, the letter `G` denotes the graph, and `hadj` says that hopping is confined to its bonds and to on-site terms.

```lean
/-- On a connected graph with hopping only between neighbours (and on site), the term with
`n` hops vanishes between sites further apart than `n`. -/
theorem hopping_range {G : SimpleGraph V} (hG : G.Connected)
    (hadj : ∀ i j, i ≠ j → ¬ G.Adj i j → T i j = 0) (n : ℕ) (i j : V)
    (h : n < G.dist i j) : ((locator e z * T) ^ n * locator e z) i j = 0 := by
  induction n generalizing i with
  | zero =>
    have hij : i ≠ j := by
      rintro rfl
      simp at h
    rw [pow_zero, one_mul]
    exact Matrix.diagonal_apply_ne _ hij
  | succ n ih =>
    rw [pow_succ', mul_assoc, mul_assoc]
    refine (Matrix.diagonal_mul _ _ _ _).trans ?_
    rw [Matrix.mul_apply, Finset.sum_eq_zero, mul_zero]
    intro k _
    by_cases hik : i = k
    · subst hik
      rw [ih i (by omega), mul_zero]
    · by_cases ha : G.Adj i k
      · -- one hop shortens the distance by at most one
        have h1 : G.dist i k = 1 := SimpleGraph.dist_eq_one_iff_adj.2 ha
        have h2 : G.dist i j ≤ G.dist i k + G.dist k j := hG.dist_triangle
        rw [ih k (by omega), mul_zero]
      · rw [hadj i k hik ha, zero_mul]
```

## Exponential decay of the Green function

Take \(N=\mathrm{dist}(i,j)\) in the locator expansion. Every term of the sum has fewer than \(\mathrm{dist}(i,j)\) hops and vanishes, so \(G_{ij}=(R_N)_{ij}\), and the truncation bound is the decay bound.

The theorem returns two statements: the determinant of \(z-H\) is a unit, and the bound holds for all pairs of sites. The hypothesis `hD` excludes resonances, meaning site energies closer to \(z\) than \(D\). Localisation by disorder is a harder problem, because such resonances do occur there.

```lean
/-- Off-resonant decay of the Green function: on a connected graph with hopping only between
neighbours (and on site), absolute row sums of `T` at most `J` and all `|z - e i|` at least `D > J`,
the matrix `z - H` is invertible and the entries of its inverse are bounded in absolute value by
`(J / D)^dist(i,j) / (D - J)`. -/
theorem green_decay {G : SimpleGraph V} (hG : G.Connected)
    (hadj : ∀ i j, i ≠ j → ¬ G.Adj i j → T i j = 0)
    (hT : ∀ i, ∑ j, ‖T i j‖ ≤ J) (hD : ∀ i, D ≤ ‖z - e i‖) (hJD : J < D) :
    IsUnit (z • (1 : Matrix V V ℂ) - hamiltonian e T).det ∧
      ∀ i j, ‖green e T z i j‖ ≤ (J / D) ^ G.dist i j / (D - J) := by
  refine ⟨resolvent_exists hT hD hJD, fun i j => ?_⟩
  -- every term with fewer than dist(i,j) hops vanishes, only the remainder is left
  have h := truncation_error hT hD hJD (G.dist i j) i j
  rw [Matrix.sub_apply, Matrix.sum_apply, Finset.sum_eq_zero (fun n hn =>
    hopping_range hG hadj n i j (Finset.mem_range.1 hn)), sub_zero] at h
  exact h
```

## A three-site chain in numbers

Take sites 0, 1, 2 in a row, all site energies zero, hopping 1 between neighbours and \(z=4\), in units of the hopping. The middle row sum is 2, so \(J=2\) and \(D=4\). Then

\[
z-H=\begin{pmatrix}4&-1&0\\-1&4&-1\\0&-1&4\end{pmatrix},\qquad \det(z-H)=56 .
\]

The cofactors give the first row of \(G\):

| Entry | Exact value | Bound |
|---|---|---|
| \(G_{00}\) | \(15/56\) | \(1/2\) |
| \(G_{01}\) | \(1/14\) | \(1/4\) |
| \(G_{02}\) | \(1/56\) | \(1/8\) |

The first nonvanishing term for \(G_{02}\) has two hops and equals \((1/4)^3=1/64\), already close to \(1/56\).

## A one-way dimer that attains the bound

The chain stays well below the bound, but a non-Hermitian dimer reaches it at distance one. For \(0<J<D\), take zero site energies, \(z=D\) and

\[
T=\begin{pmatrix}0&J\\0&J\end{pmatrix},\qquad
z-H=\begin{pmatrix}D&-J\\0&D-J\end{pmatrix}.
\]

The on-site entry \(T_{11}=J\) is counted here as part of the hopping matrix, not as a site energy. With this splitting of \(H\), both row sums equal \(J\) and both detunings \(|z-e_i|\) equal \(D\). Inverting the triangular matrix gives

\[
G_{01}=\frac{J}{D(D-J)}=\frac{J/D}{D-J}.
\]

Lean confirms the explicit inverse by multiplying it with \(z-H\). The graph is `⊤`, the complete graph on two sites, where sites 0 and 1 are at distance one.

```lean
/-- For `0 < J < D`, two sites with zero site energies and the one-way hopping matrix
`!![0, J; 0, J]`, whose absolute row sums equal `J`, attain the decay bound at `z = D` in the Green
function entry `(0, 1)`. -/
theorem one_way_dimer_sharp (hJ : 0 < J) (hJD : J < D) :
    (∀ i, ∑ j, ‖(!![0, (J : ℂ); 0, (J : ℂ)] : Matrix (Fin 2) (Fin 2) ℂ) i j‖ = J) ∧
      ‖green (fun _ : Fin 2 => 0) !![0, (J : ℂ); 0, (J : ℂ)] (D : ℂ) 0 1‖
        = (J / D) ^ (⊤ : SimpleGraph (Fin 2)).dist 0 1 / (D - J) := by
  have hD0 : 0 < D := hJ.trans hJD
  have hDc : (D : ℂ) ≠ 0 := Complex.ofReal_ne_zero.2 hD0.ne'
  have hR : (D : ℂ) - J ≠ 0 := by
    rw [← Complex.ofReal_sub]
    exact Complex.ofReal_ne_zero.2 (sub_pos.2 hJD).ne'
  constructor
  · intro i
    fin_cases i <;> simp [Fin.sum_univ_two, abs_of_pos hJ]
  · have hdist : (⊤ : SimpleGraph (Fin 2)).dist 0 1 = 1 :=
      SimpleGraph.dist_eq_one_iff_adj.2 (by simp)
    have hA : (D : ℂ) • (1 : Matrix (Fin 2) (Fin 2) ℂ)
        - hamiltonian (fun _ => 0) !![0, (J : ℂ); 0, (J : ℂ)]
        = !![(D : ℂ), -(J : ℂ); 0, (D : ℂ) - J] := by
      ext i j
      fin_cases i <;> fin_cases j <;> simp [hamiltonian]
    -- the explicit inverse of the triangular matrix
    have hGr : green (fun _ : Fin 2 => 0) !![0, (J : ℂ); 0, (J : ℂ)] (D : ℂ)
        = !![(D : ℂ)⁻¹, (J : ℂ) * ((D : ℂ)⁻¹ * ((D : ℂ) - J)⁻¹); 0, ((D : ℂ) - J)⁻¹] := by
      have h1 : (D : ℂ) * (D : ℂ)⁻¹ + -(J : ℂ) * 0 = 1 := by
        rw [mul_zero, add_zero, mul_inv_cancel₀ hDc]
      have h2 : (D : ℂ) * ((J : ℂ) * ((D : ℂ)⁻¹ * ((D : ℂ) - J)⁻¹))
          + -(J : ℂ) * ((D : ℂ) - J)⁻¹ = 0 := by
        linear_combination ((J : ℂ) * ((D : ℂ) - J)⁻¹) * mul_inv_cancel₀ hDc
      have h3 : 0 * (D : ℂ)⁻¹ + ((D : ℂ) - J) * 0 = 0 := by
        rw [zero_mul, mul_zero, add_zero]
      have h4 : 0 * ((J : ℂ) * ((D : ℂ)⁻¹ * ((D : ℂ) - J)⁻¹))
          + ((D : ℂ) - J) * ((D : ℂ) - J)⁻¹ = 1 := by
        rw [zero_mul, zero_add, mul_inv_cancel₀ hR]
      rw [green, hA]
      apply Matrix.inv_eq_right_inv
      rw [Matrix.mul_fin_two, h1, h2, h3, h4, Matrix.one_fin_two]
    rw [hGr, hdist, pow_one]
    change ‖(J : ℂ) * ((D : ℂ)⁻¹ * ((D : ℂ) - J)⁻¹)‖ = _
    rw [← Complex.ofReal_sub, norm_mul, norm_mul, norm_inv, norm_inv]
    simp only [Complex.norm_real, Real.norm_of_nonneg hJ.le, Real.norm_of_nonneg hD0.le,
      Real.norm_of_nonneg (sub_pos.2 hJD).le]
    ring

end

end LocatorExpansion
```

```lean
#print axioms LocatorExpansion.green_decay
-- 'LocatorExpansion.green_decay' depends on axioms: [propext, Classical.choice, Quot.sound]
#print axioms LocatorExpansion.one_way_dimer_sharp
-- 'LocatorExpansion.one_way_dimer_sharp' depends on axioms: [propext, Classical.choice, Quot.sound]
```
